# The equation (x − 1)eˣ = 3, which fixes the susceptibility maximum of an antiferromagnetic spin-½ dimer, has one real root, between 1.60 and 1.61

`peak_root` states that (x − 1)eˣ = 3 has exactly one real solution, and that it lies strictly between 1.60 and 1.61. In physics this is the condition for a maximum of x/(3 + eˣ), to which the zero-field susceptibility of an isolated pair of antiferromagnetically coupled spins ½ is proportional as the temperature varies, with x the singlet–triplet gap divided by k_BT. The Lean statement concerns the equation alone; the dimer and its susceptibility are not formalised. The attempt gets a root from the intermediate value theorem, using numerical bounds on exp(8/5), and proves uniqueness from `tangent_bound`, by which each of two different roots would have the larger exponential.

In Lean, a first try:

```lean
import Mathlib

open Real

namespace PeakRoot

noncomputable section

/-- If `(x - 1) exp x = 3`, then `y exp x < 3 + exp y` for every `y` other than `x`. -/
theorem tangent_bound {x y : ℝ} (hx : (x - 1) * exp x = 3) (hy : y ≠ x) :
    y * exp x < 3 + exp y := by
  -- the exponential lies strictly above its tangent at `x`
  have h := mul_lt_mul_of_pos_left (Real.add_one_lt_exp (sub_ne_zero.2 hy)) (Real.exp_pos x)
  rw [← Real.exp_add, show x + (y - x) = y by ring] at h
  linarith

/-- The equation `(x - 1) exp x = 3` has exactly one real solution, and it lies between
1.60 and 1.61. -/
theorem peak_root : ∃ x : ℝ, 1.60 < x ∧ x < 1.61 ∧ (x - 1) * exp x = 3 ∧
    ∀ y : ℝ, (y - 1) * exp y = 3 → y = x := by
  have h5 : exp (8 / 5) ^ 5 = exp 1 ^ 8 := by
    rw [← Real.exp_nat_mul, ← Real.exp_nat_mul]; norm_num
  have hup : exp (8 / 5) < 5 := by
    refine lt_of_pow_lt_pow_left₀ 5 (by norm_num) ?_
    rw [h5]
    calc exp 1 ^ 8 < 2.7182818286 ^ 8 :=
          pow_lt_pow_left₀ Real.exp_one_lt_d9 (Real.exp_pos 1).le (by norm_num)
      _ < 5 ^ 5 := by norm_num
  have hlo : 4.92 < exp (8 / 5) := by
    refine lt_of_pow_lt_pow_left₀ 5 (Real.exp_pos _).le ?_
    rw [h5]
    calc (4.92 : ℝ) ^ 5 < 2.7182818283 ^ 8 := by norm_num
      _ < exp 1 ^ 8 := pow_lt_pow_left₀ Real.exp_one_gt_d9 (by norm_num) (by norm_num)
  have hmono : exp (8 / 5) < exp (161 / 100) := Real.exp_lt_exp.2 (by norm_num)
  have hc : ContinuousOn (fun x : ℝ => (x - 1) * exp x) (Set.Icc (8 / 5) (161 / 100)) := by
    fun_prop
  obtain ⟨x, ⟨hx1, hx2⟩, hx⟩ := intermediate_value_Ioo (by norm_num) hc
    (show (3 : ℝ) ∈ Set.Ioo _ _ from ⟨by dsimp only; linarith, by dsimp only; linarith⟩)
  dsimp only at hx
  refine ⟨x, by norm_num; linarith, by norm_num; linarith, hx, fun y hy => ?_⟩
  by_contra hne
  have hy1 : 0 < y - 1 := by
    by_contra h
    nlinarith [mul_nonneg (neg_nonneg.2 (not_lt.1 h)) (Real.exp_pos y).le]
  -- two different roots would each have the larger exponential
  have h1 : y * exp x < y * exp y := by linarith [tangent_bound hx hne]
  have h2 : x * exp y < x * exp x := by linarith [tangent_bound hy (Ne.symm hne)]
  have h3 := lt_of_mul_lt_mul_left h1 (by linarith)
  have h4 := lt_of_mul_lt_mul_left h2 (by linarith)
  linarith

end

end PeakRoot
```

The error:

```
Main.lean:38:41: error: `dsimp` made no progress
Main.lean:38:66: error: `dsimp` made no progress
```

After these edits no error is left:

```diff
@@ -35,6 +35,7 @@
   have hc : ContinuousOn (fun x : ℝ => (x - 1) * exp x) (Set.Icc (8 / 5) (161 / 100)) := by
     fun_prop
-  obtain ⟨x, ⟨hx1, hx2⟩, hx⟩ := intermediate_value_Ioo (by norm_num) hc
-    (show (3 : ℝ) ∈ Set.Ioo _ _ from ⟨by dsimp only; linarith, by dsimp only; linarith⟩)
+  have hmem : (3 : ℝ) ∈ Set.Ioo ((8 / 5 - 1) * exp (8 / 5))
+      ((161 / 100 - 1) * exp (161 / 100)) := ⟨by linarith, by linarith⟩
+  obtain ⟨x, ⟨hx1, hx2⟩, hx⟩ := intermediate_value_Ioo (by norm_num) hc hmem
   dsimp only at hx
   refine ⟨x, by norm_num; linarith, by norm_num; linarith, hx, fun y hy => ?_⟩
```

Cause. Both messages point to the `dsimp only` calls in the proof that 3 lies between the function's values at the endpoints. They were meant to turn the function applied to 8/5 and to 161/100 into explicit expressions, but `dsimp only` found nothing to simplify, and it fails when it changes nothing.

The interval had been written `Set.Ioo _ _`, with its ends left for Lean to infer. The messages don't show the goals, so they leave open whether those ends were still unknown at that point or had already been filled in with simplified expressions. Either would produce this error.

The repair states the membership separately as `hmem`, with both endpoint values written out. There is then nothing to infer or unfold, the `dsimp only` calls can go, and `linarith` proves the two inequalities from the bounds already in hand. `intermediate_value_Ioo` accepts `hmem` because the written values equal the function's values by definition.
